# The potential and boundary term of a one-dimensional GGA energy

Suppose the potential of a gradient-dependent energy is taken to be the partial derivative with respect to the density alone, as for a local density functional. In general the energy then does not respond to small density changes as this potential predicts, and a self-consistent calculation stops at a density where the total energy is not stationary at a fixed number of electrons. Even with the right potential, a finite-difference check on a finite interval can fail if the density changes at the ends and their contribution is left out.

The problems below derive both contributions for a single, spin-unpolarized density on a line. In that one-dimensional setting, if $f$ is the exchange-correlation energy density, the function $v$ defined below is the exchange-correlation part of the potential in the Kohn–Sham equation.

## Energy, partial derivatives and potential

In Lean 4 with Mathlib:

```lean
import Mathlib

open Set MeasureTheory Metric
open scoped Topology ContDiff

namespace GGAPotential

noncomputable section
```

Let $n$ be the density and $n'$ its derivative. The energy density $f(n,g)$ takes a density and a gradient, so it is evaluated at the pair $(n(x),n'(x))$, called `jet n x`.

```lean
/-- The pair (density, density gradient) at the point `x`. -/
def jet (n : ℝ → ℝ) (x : ℝ) : ℝ × ℝ := (n x, deriv n x)
```

The energy on the interval from $a$ to $b$ is $E[n]=\int_a^b f(n,n')\,dx$.

```lean
/-- The one-dimensional GGA energy: the integral of `f(n, n')` from `a` to `b`. -/
def energy (f : ℝ × ℝ → ℝ) (a b : ℝ) (n : ℝ → ℝ) : ℝ := ∫ x in a..b, f (jet n x)
```

The partial derivatives $f_n$ and $f_g$ are the differential of $f$ applied to the two coordinate vectors.

```lean
/-- The partial derivative `f_n` of the energy density with respect to the density. -/
def fN (f : ℝ × ℝ → ℝ) (p : ℝ × ℝ) : ℝ := fderiv ℝ f p (1, 0)

/-- The partial derivative `f_g` of the energy density with respect to the gradient. -/
def fG (f : ℝ × ℝ → ℝ) (p : ℝ × ℝ) : ℝ := fderiv ℝ f p (0, 1)
```

The potential is $v=f_n-(f_g)'$, where the prime is the total derivative in $x$ along the density.

```lean
/-- The GGA potential `v = f_n - (f_g)'`, evaluated along the density `n`. -/
def potential (f : ℝ × ℝ → ℝ) (n : ℝ → ℝ) (x : ℝ) : ℝ :=
  fN f (jet n x) - deriv (fun y => fG f (jet n y)) x
```

Three conventions hold from (b) to (f).

- The energy density is smooth on an open set $U$ of pairs, and $(n(x),n'(x))\in U$ for every $x\in[a,b]$. Taking $U$ to be the pairs with $n>0$ admits functionals that are smooth only at positive density. If $f$ has a kink at $g=0$, the pairs with $g=0$ must be left out of $U$.
- The density $n$ and the variation $\eta$ are smooth functions on the whole line, so derivatives at $a$ and $b$ are ordinary two-sided ones.
- Variations are not required to conserve the particle number.

## (a) Splitting the differential

Let $f$ be differentiable at $p$. Show that a change $(u,v)$ of density and gradient changes $f$ to first order at $p$ by
$$df_p(u,v)=f_n(p)\,u+f_g(p)\,v .$$
Here $v$ is just a number, not the potential.

**Solution.** Write $(u,v)=u\,(1,0)+v\,(0,1)$ and use the linearity of $df_p$. The proof does the same with `map_add` and `map_smul`.

```lean
variable {f : ℝ × ℝ → ℝ} {U : Set (ℝ × ℝ)} {n η : ℝ → ℝ} {a b : ℝ}

/-- The differential of the energy density is `f_n` times the change of the density plus
`f_g` times the change of the gradient. -/
theorem fderiv_pair (f : ℝ × ℝ → ℝ) (p : ℝ × ℝ) (u v : ℝ) :
    fderiv ℝ f p (u, v) = fN f p * u + fG f p * v := by
  have h : ((u, v) : ℝ × ℝ) = u • ((1, 0) : ℝ × ℝ) + v • ((0, 1) : ℝ × ℝ) := by simp
  rw [h, map_add, map_smul, map_smul, fN, fG, smul_eq_mul, smul_eq_mul]
  ring
```

## (b) The first variation in weak form

Let $f$ be $C^1$ on $U$, let $n$ and $\eta$ be $C^1$, and let $a\le b$. Show that
$$\frac{d}{dt}E[n+t\eta]\Big|_{t=0}=\int_a^b\big(f_n\,\eta+f_g\,\eta'\big)\,dx ,$$
with $f_n$ and $f_g$ evaluated at $(n,n')$.

**Solution.** Put $\gamma(t,x)=(n+t\eta,\;n'+t\eta')$. This map is continuous, and $\gamma(0,x)\in U$ for all $x$ in the compact interval $[a,b]$. Hence $\gamma(t,x)$ stays in the open set $U$ for all these $x$ once $|t|\le\varepsilon/2$, for some $\varepsilon>0$. There the chain rule and (a) give
$$\partial_t f(\gamma)=f_n(\gamma)\,\eta+f_g(\gamma)\,\eta' .$$
The right side is continuous on a compact set of $(t,x)$, so it is bounded by a constant $C$. Dominated convergence allows differentiation under the integral, and $t=0$ gives the claim.

In the code, `generalized_tube_lemma` keeps the varied pair in $U$, `hC` is the bound, `hdiff` is the chain rule and `key` differentiates the integral. `HasDerivAt` states that the derivative exists and has the given value.

```lean
/-- Weak form of the first variation: the energy changes at the rate
`∫ (f_n η + f_g η')` when the density is varied along `η`. -/
theorem hasDerivAt_energy_weak (hab : a ≤ b) (hU : IsOpen U) (hf : ContDiffOn ℝ 1 f U)
    (hn : ContDiff ℝ 1 n) (hη : ContDiff ℝ 1 η) (hnU : ∀ x ∈ Icc a b, jet n x ∈ U) :
    HasDerivAt (fun t => energy f a b (fun x => n x + t * η x))
      (∫ x in a..b, (fN f (jet n x) * η x + fG f (jet n x) * deriv η x)) 0 := by
  have hn1 : Continuous (deriv n) := hn.continuous_deriv (by norm_num)
  have hη1 : Continuous (deriv η) := hη.continuous_deriv (by norm_num)
  let γ : ℝ × ℝ → ℝ × ℝ := fun q =>
    (n q.2 + q.1 * η q.2, deriv n q.2 + q.1 * deriv η q.2)
  have hγ : Continuous γ :=
    ((hn.continuous.comp continuous_snd).add
      (continuous_fst.mul (hη.continuous.comp continuous_snd))).prodMk
    ((hn1.comp continuous_snd).add (continuous_fst.mul (hη1.comp continuous_snd)))
  -- for small `t` the varied density stays in the domain of `f`
  obtain ⟨u, v, hu, -, h0u, hIv, huv⟩ := generalized_tube_lemma
    (isCompact_singleton (x := (0 : ℝ))) (isCompact_Icc (a := a) (b := b))
    (hU.preimage hγ) (by
      rintro ⟨t, x⟩ ⟨ht, hx⟩
      have ht' : t = 0 := ht
      subst ht'
      simpa [γ, jet] using hnU x hx)
  obtain ⟨ε, hε, hεu⟩ := Metric.isOpen_iff.1 hu 0 (h0u rfl)
  have hmem : ∀ t ∈ closedBall (0 : ℝ) (ε / 2), ∀ x ∈ Icc a b, γ (t, x) ∈ U :=
    fun t ht x hx => huv (show (t, x) ∈ u ×ˢ v from
      ⟨hεu (closedBall_subset_ball (half_lt_self hε) ht), hIv hx⟩)
  -- the `t`-derivative of the integrand is bounded by compactness
  let F' : ℝ × ℝ → ℝ := fun q => fderiv ℝ f (γ q) (η q.2, deriv η q.2)
  have hF' : ContinuousOn F' (closedBall (0 : ℝ) (ε / 2) ×ˢ Icc a b) := by
    have h1 : ContinuousOn (fun q => fderiv ℝ f (γ q))
        (closedBall (0 : ℝ) (ε / 2) ×ˢ Icc a b) :=
      (hf.continuousOn_fderiv_of_isOpen hU (by norm_num)).comp hγ.continuousOn
        (fun q hq => hmem q.1 hq.1 q.2 hq.2)
    exact h1.clm_apply ((hη.continuous.comp continuous_snd).prodMk
      (hη1.comp continuous_snd)).continuousOn
  obtain ⟨C, hC⟩ := ((isCompact_closedBall (0 : ℝ) (ε / 2)).prod
    (isCompact_Icc (a := a) (b := b))).exists_bound_of_continuousOn hF'
  have hI : uIoc a b ⊆ Icc a b := by
    rw [uIoc_of_le hab]
    exact Ioc_subset_Icc_self
  have hnhds : closedBall (0 : ℝ) (ε / 2) ∈ 𝓝 (0 : ℝ) := closedBall_mem_nhds 0 (half_pos hε)
  have h0 : (0 : ℝ) ∈ closedBall (0 : ℝ) (ε / 2) := mem_of_mem_nhds hnhds
  have hF : ∀ t ∈ closedBall (0 : ℝ) (ε / 2),
      ContinuousOn (fun x => f (γ (t, x))) (Icc a b) := fun t ht =>
    hf.continuousOn.comp (hγ.comp (continuous_const.prodMk continuous_id)).continuousOn
      (hmem t ht)
  have hF0 : ContinuousOn (fun x => F' (0, x)) (Icc a b) :=
    hF'.comp (continuous_const.prodMk continuous_id).continuousOn (fun x hx => ⟨h0, hx⟩)
  have hdiff : ∀ x ∈ Icc a b, ∀ t ∈ closedBall (0 : ℝ) (ε / 2),
      HasDerivAt (fun s => f (γ (s, x))) (F' (t, x)) t := by
    intro x hx t ht
    have hfd : HasFDerivAt f (fderiv ℝ f (γ (t, x))) (γ (t, x)) :=
      ((hf.differentiableOn (by norm_num)).differentiableAt
        (hU.mem_nhds (hmem t ht x hx))).hasFDerivAt
    have hl : ∀ c d : ℝ, HasDerivAt (fun s : ℝ => c + s * d) d t := fun c d => by
      simpa using ((hasDerivAt_id' t).mul_const d).const_add c
    have hline : HasDerivAt (fun s => γ (s, x)) (η x, deriv η x) t :=
      (hl (n x) (η x)).prodMk (hl (deriv n x) (deriv η x))
    exact hfd.comp_hasDerivAt t hline
  have key := (intervalIntegral.hasDerivAt_integral_of_dominated_loc_of_deriv_le
    (μ := volume) (a := a) (b := b) (F := fun t x => f (γ (t, x)))
    (F' := fun t x => F' (t, x)) (bound := fun _ => C) hnhds
    (Filter.mem_of_superset hnhds fun t ht =>
      ((hF t ht).mono hI).aestronglyMeasurable measurableSet_uIoc)
    ((hF 0 h0).intervalIntegrable_of_Icc hab)
    ((hF0.mono hI).aestronglyMeasurable measurableSet_uIoc)
    (Filter.Eventually.of_forall fun x hx t ht => hC (t, x) ⟨ht, hI hx⟩)
    intervalIntegrable_const
    (Filter.Eventually.of_forall fun x hx t ht => hdiff x (hI hx) t ht)).2
  have hE : (fun t => energy f a b (fun x => n x + t * η x)) =
      fun t => ∫ x in a..b, f (γ (t, x)) := by
    funext t
    unfold energy
    refine intervalIntegral.integral_congr fun x _ => ?_
    have hd : deriv (fun y => n y + t * η y) x = deriv n x + t * deriv η x :=
      ((hn.differentiable (by norm_num) x).hasDerivAt.fun_add
        ((hη.differentiable (by norm_num) x).hasDerivAt.const_mul t)).deriv
    simp only [jet, γ, hd]
  rw [hE]
  refine key.congr_deriv (intervalIntegral.integral_congr fun x _ => ?_)
  simp only [F', γ, jet, zero_mul, add_zero, fderiv_pair]
```

## (c) Regularity of $f_g$ along the density

Let $f$ be $C^2$ on $U$ and $n$ be $C^2$. Show that $V=\{x:(n(x),n'(x))\in U\}$ is open and that
$$x\mapsto f_g(n(x),n'(x))\ \text{ is } C^1 \text{ on } V .$$

**Solution.** The map $x\mapsto(n,n')$ is $C^1$, so the preimage $V$ of $U$ is open. On $U$ the function $f_g$ is $C^1$, and the chain rule gives
$$(f_g)'=f_{gn}\,n'+f_{gg}\,n'' ,$$
which is continuous. The code composes the two $C^1$ maps without writing out this formula.

```lean
/-- Along a `C²` density, `f_g(n, n')` is continuously differentiable in `x` wherever
`(n, n')` lies in the domain of `f`, and this set of points is open. -/
theorem contDiffOn_fG (hU : IsOpen U) (hf : ContDiffOn ℝ 2 f U) (hn : ContDiff ℝ 2 n) :
    IsOpen (jet n ⁻¹' U) ∧ ContDiffOn ℝ 1 (fun x => fG f (jet n x)) (jet n ⁻¹' U) := by
  have h2 : ContDiff ℝ (1 + 1) n := by
    rw [one_add_one_eq_two]
    exact hn
  have hj : ContDiff ℝ 1 (jet n) :=
    (hn.of_le (by norm_num)).prodMk (contDiff_succ_iff_deriv.1 h2).2.2
  have hg : ContDiffOn ℝ 1 (fG f) U :=
    (hf.fderiv_of_isOpen hU one_add_one_eq_two.le).clm_apply contDiffOn_const
  exact ⟨hU.preimage hj.continuous, hg.comp hj.contDiffOn fun x hx => hx⟩
```

## (d) Continuity of the potential

Under the assumptions of (c), show that
$$f_n(n,n'),\quad (f_g)',\quad v\ \text{ are continuous on } [a,b].$$

**Solution.** The first is a composition of continuous maps, the second is continuous by (c) because $[a,b]\subseteq V$, and $v$ is their difference.

```lean
/-- For a `C²` density, `f_n(n, n')`, the derivative of `f_g(n, n')` and the GGA potential
are continuous on `[a, b]`. -/
theorem continuousOn_potential (hU : IsOpen U) (hf : ContDiffOn ℝ 2 f U)
    (hn : ContDiff ℝ 2 n) (hnU : ∀ x ∈ Icc a b, jet n x ∈ U) :
    ContinuousOn (fun x => fN f (jet n x)) (Icc a b) ∧
    ContinuousOn (deriv fun x => fG f (jet n x)) (Icc a b) ∧
    ContinuousOn (potential f n) (Icc a b) := by
  obtain ⟨hV, hG⟩ := contDiffOn_fG hU hf hn
  have hj : Continuous (jet n) := hn.continuous.prodMk (hn.continuous_deriv (by norm_num))
  have h1 : ContinuousOn (fun x => fN f (jet n x)) (Icc a b) :=
    ((hf.continuousOn_fderiv_of_isOpen hU (by norm_num)).clm_apply
      continuousOn_const).comp hj.continuousOn hnU
  have h2 : ContinuousOn (deriv fun x => fG f (jet n x)) (Icc a b) :=
    (hG.continuousOn_deriv_of_isOpen hV (by norm_num)).mono hnU
  exact ⟨h1, h2, h1.sub h2⟩
```

## (e) The first variation with its boundary term

Let $f$ be $C^2$ on $U$, $n$ be $C^2$, $\eta$ be $C^1$ and $a\le b$. Show that
$$\frac{d}{dt}E[n+t\eta]\Big|_{t=0}=\int_a^b v\,\eta\,dx+(f_g\,\eta)(b)-(f_g\,\eta)(a).$$

**Solution.** By (c), $f_g$ can be differentiated along the density, so integration by parts gives
$$\int_a^b f_g\,\eta'\,dx=(f_g\,\eta)(b)-(f_g\,\eta)(a)-\int_a^b (f_g)'\,\eta\,dx .$$
Insert this in (b) and collect the factors of $\eta$ under the integral. In the proof, `parts` is this identity, while `h1` and `h2` split the integrals; the continuity shown in (c) and (d) supplies the integrability.

The boundary term vanishes if $\eta$ is zero at both ends.

```lean
/-- First variation of a one-dimensional GGA: the derivative of the energy along `η` is the
integral of the potential times `η`, plus `f_g η` at `b` minus `f_g η` at `a`. -/
theorem hasDerivAt_energy (hab : a ≤ b) (hU : IsOpen U) (hf : ContDiffOn ℝ 2 f U)
    (hn : ContDiff ℝ 2 n) (hη : ContDiff ℝ 1 η) (hnU : ∀ x ∈ Icc a b, jet n x ∈ U) :
    HasDerivAt (fun t => energy f a b (fun x => n x + t * η x))
      ((∫ x in a..b, potential f n x * η x)
        + fG f (jet n b) * η b - fG f (jet n a) * η a) 0 := by
  refine (hasDerivAt_energy_weak hab hU (hf.of_le (by norm_num)) (hn.of_le (by norm_num))
    hη hnU).congr_deriv ?_
  obtain ⟨hV, hG⟩ := contDiffOn_fG hU hf hn
  obtain ⟨hN, hG', -⟩ := continuousOn_potential hU hf hn hnU
  have hη1 : Continuous (deriv η) := hη.continuous_deriv (by norm_num)
  have iN := (hN.mul hη.continuous.continuousOn).intervalIntegrable_of_Icc (μ := volume) hab
  have iG := ((hG.continuousOn.mono hnU).mul
    hη1.continuousOn).intervalIntegrable_of_Icc (μ := volume) hab
  have iG' := (hG'.mul hη.continuous.continuousOn).intervalIntegrable_of_Icc
    (μ := volume) hab
  -- integration by parts moves the derivative from `η` to `f_g`
  have parts := intervalIntegral.integral_mul_deriv_eq_deriv_mul (a := a) (b := b)
    (u := fun x => fG f (jet n x)) (u' := deriv fun x => fG f (jet n x))
    (v := η) (v' := deriv η)
    (fun x hx => ((hG.differentiableOn (by norm_num)).differentiableAt
      (hV.mem_nhds (hnU x (by rwa [uIcc_of_le hab] at hx)))).hasDerivAt)
    (fun x _ => (hη.differentiable (by norm_num) x).hasDerivAt)
    (hG'.intervalIntegrable_of_Icc hab) (hη1.intervalIntegrable a b)
  have h1 : ∫ x in a..b, (fN f (jet n x) * η x + fG f (jet n x) * deriv η x) =
      (∫ x in a..b, fN f (jet n x) * η x) + ∫ x in a..b, fG f (jet n x) * deriv η x :=
    intervalIntegral.integral_add iN iG
  have h2 : ∫ x in a..b, potential f n x * η x = (∫ x in a..b, fN f (jet n x) * η x) -
      ∫ x in a..b, deriv (fun y => fG f (jet n y)) x * η x := by
    refine Eq.trans ?_ (intervalIntegral.integral_sub iN iG')
    refine intervalIntegral.integral_congr fun x _ => ?_
    simp only [potential]
    ring
  rw [h1, h2, parts]
  ring
```

## (f) Uniqueness of the potential

Let $f$ and $n$ be as in (c), and let $w$ be continuous on $[a,b]$. Suppose that the derivative of $E[n+t\eta]$ at $t=0$ is $\int_a^b w\,\eta\,dx$ for every $C^1$ variation with $\eta(a)=\eta(b)=0$. Show that
$$w(x)=v(x)\quad\text{for } a<x<b .$$

**Solution.** For such $\eta$ the boundary term in (e) is zero. A derivative has only one value, so $\int_a^b (w-v)\,\eta\,dx=0$. This holds in particular for every smooth $\eta$ with compact support in $(a,b)$, which forces $w-v=0$ almost everywhere there. Since $w-v$ is continuous, it vanishes at every point of $(a,b)$. The steps `hae` and `heq` are these last two conclusions.

```lean
/-- Uniqueness of the potential: a continuous `w` that gives the first variation as `∫ w η`
for every `C¹` variation vanishing at both ends equals the GGA potential inside `(a, b)`. -/
theorem potential_unique {w : ℝ → ℝ} (hU : IsOpen U) (hf : ContDiffOn ℝ 2 f U)
    (hn : ContDiff ℝ 2 n) (hnU : ∀ x ∈ Icc a b, jet n x ∈ U)
    (hw : ContinuousOn w (Icc a b))
    (h : ∀ η : ℝ → ℝ, ContDiff ℝ 1 η → η a = 0 → η b = 0 →
      HasDerivAt (fun t => energy f a b (fun x => n x + t * η x))
        (∫ x in a..b, w x * η x) 0) :
    EqOn w (potential f n) (Ioo a b) := by
  intro x hx
  have hab : a ≤ b := (hx.1.trans hx.2).le
  have hv := (continuousOn_potential hU hf hn hnU).2.2
  have hd : ContinuousOn (fun y => w y - potential f n y) (Ioo a b) :=
    (hw.sub hv).mono Ioo_subset_Icc_self
  -- the difference integrates to zero against every smooth test function
  have hae := isOpen_Ioo.ae_eq_zero_of_integral_contDiff_smul_eq_zero (μ := volume)
    (hd.locallyIntegrableOn measurableSet_Ioo) (by
      intro g hg _ hsupp
      have hz : ∀ y, y ∉ Ioo a b → g y = 0 := fun y hy =>
        image_eq_zero_of_notMem_tsupport fun hy' => hy (hsupp hy')
      have ga : g a = 0 := hz a fun h' => lt_irrefl a h'.1
      have gb : g b = 0 := hz b fun h' => lt_irrefl b h'.2
      have hg1 : ContDiff ℝ 1 g := hg.of_le (by exact_mod_cast le_top)
      have e := (h g hg1 ga gb).unique (hasDerivAt_energy hab hU hf hn hg1 hnU)
      rw [ga, gb, mul_zero, mul_zero, add_zero, sub_zero] at e
      have iw := (hw.mul hg.continuous.continuousOn).intervalIntegrable_of_Icc
        (μ := volume) hab
      have iv := (hv.mul hg.continuous.continuousOn).intervalIntegrable_of_Icc
        (μ := volume) hab
      have e2 : ∫ y in a..b, g y • (w y - potential f n y) = 0 := by
        rw [← sub_eq_zero.2 e]
        refine Eq.trans ?_ (intervalIntegral.integral_sub iw iv)
        refine intervalIntegral.integral_congr fun y _ => ?_
        simp only [smul_eq_mul]
        ring
      rw [intervalIntegral.integral_of_le hab,
        setIntegral_eq_integral_of_forall_compl_eq_zero] at e2
      · exact e2
      · intro y hy
        rw [hz y fun h' => hy (Ioo_subset_Ioc_self h'), zero_smul])
  have heq := Measure.eqOn_open_of_ae_eq (μ := volume) (g := fun _ => (0 : ℝ))
    ((ae_restrict_iff' measurableSet_Ioo).2 hae) isOpen_Ioo hd continuousOn_const
  exact sub_eq_zero.1 (heq hx)
```

## (g) Energy densities with zero potential

Let $h$ and $n$ be differentiable on the line. Show that
$$f(n,g)=h(n)\,g\quad\Longrightarrow\quad v=0 .$$

**Solution.** Here $f_n=h'(n)\,g$ and $f_g=h(n)$. Along the density, $f_n=h'(n)\,n'$, and the chain rule gives $(f_g)'=h'(n)\,n'$ as well, so the two cancel. The code computes the partial derivatives in `hN` and `hG` and the chain rule in `hc`.

When $h$ and $n$ are $C^2$, (e) leaves only the boundary term $h(n)\,\eta$ between $a$ and $b$.

```lean
/-- An energy density of the form `h(n) n'` has zero GGA potential. -/
theorem potential_total_derivative {h : ℝ → ℝ} (hh : Differentiable ℝ h)
    (hn : Differentiable ℝ n) (x : ℝ) :
    potential (fun p => h p.1 * p.2) n x = 0 := by
  have A : ∀ p : ℝ × ℝ, HasFDerivAt (fun p : ℝ × ℝ => h p.1 * p.2)
      (h p.1 • ContinuousLinearMap.snd ℝ ℝ ℝ +
        p.2 • (deriv h p.1 • ContinuousLinearMap.fst ℝ ℝ ℝ)) p := fun p =>
    ((hh p.1).hasDerivAt.comp_hasFDerivAt p hasFDerivAt_fst).mul hasFDerivAt_snd
  have hN : ∀ p, fN (fun p => h p.1 * p.2) p = p.2 * deriv h p.1 := fun p => by
    rw [fN, (A p).fderiv]
    simp
  have hG : ∀ p, fG (fun p => h p.1 * p.2) p = h p.1 := fun p => by
    rw [fG, (A p).fderiv]
    simp
  -- the chain rule for `h(n(x))` cancels the density term
  have hc : deriv (fun y => h (n y)) x = deriv h (n x) * deriv n x :=
    ((hh (n x)).hasDerivAt.comp x (hn x).hasDerivAt).deriv
  simp only [potential, hN, hG, jet, hc]
  ring

end

end GGAPotential
```

```lean
#print axioms GGAPotential.hasDerivAt_energy
-- 'GGAPotential.hasDerivAt_energy' depends on axioms: [propext, Classical.choice, Quot.sound]
#print axioms GGAPotential.potential_unique
-- 'GGAPotential.potential_unique' depends on axioms: [propext, Classical.choice, Quot.sound]
#print axioms GGAPotential.potential_total_derivative
-- 'GGAPotential.potential_total_derivative' depends on axioms: [propext, Classical.choice, Quot.sound]
```
